# Electron number and total spin in M orbitals: m − 2s is even and 2s ≤ min(m, 2M − m)

Take $M$ spatial orbitals $p$, each with a mode for spin $\sigma=\uparrow,\downarrow$. The annihilators $a_{p\sigma}$ and creators $a^\dagger_{p\sigma}$ obey the canonical anticommutation relations (CAR). With $\hbar=1$, define

$$T_{\sigma\tau}=\sum_p a^\dagger_{p\sigma}a_{p\tau},\qquad S_+=T_{\uparrow\downarrow},\quad S_-=T_{\downarrow\uparrow},$$

$$N=T_{\uparrow\uparrow}+T_{\downarrow\downarrow},\qquad S_z=\tfrac12(T_{\uparrow\uparrow}-T_{\downarrow\downarrow}),\qquad S^2=S_x^2+S_y^2+S_z^2,$$

where $S_x=(S_++S_-)/2$ and $S_y=(S_+-S_-)/(2i)$.

Which total spins can $m$ electrons have in these orbitals? If $v\neq0$, $Nv=mv$ and $S^2v=s(s+1)v$ with real $s\ge0$, then $m$ and $2s$ are natural numbers, $m-2s$ is even, and

$$2s\le\min(m,\,2M-m).$$

## Rejecting impossible multiplicities

A configuration-interaction code with a finite active space, whose orbitals are shared by both spins, can check the requested multiplicity $2s+1$ against these conditions before it builds a basis. For six electrons in four orbitals, $2s\le2$ and $2s$ is even, so a quintet request is an input error.

## From anticommutators to the bound

**Spin algebra.** Let $i,j,k,l$ label modes. Moving one annihilator past one creator gives

$$a_i^\dagger a_ja_k^\dagger a_l=\delta_{jk}a_i^\dagger a_l-a_i^\dagger a_k^\dagger a_ja_l.$$

Exchanging the pairs $(i,j)$ and $(k,l)$ leaves the quartic term unchanged, because its two signs cancel. Subtraction gives

$$[a_i^\dagger a_j,a_k^\dagger a_l]=\delta_{jk}a_i^\dagger a_l-\delta_{li}a_k^\dagger a_j.$$

Summed over orbitals, this yields $[S_z,S_+]=S_+$, $[S_+,S_-]=2S_z$ and $[N,S_+]=[N,S_z]=0$.

**Total spin.** Since $S_x^2+S_y^2=\tfrac12(S_+S_-+S_-S_+)=S_-S_++S_z$,

$$S^2=S_-S_++S_z^2+S_z.$$

Here $[S_-S_+,S_+]=-2S_zS_+$ and $[S_z^2+S_z,S_+]=2S_zS_+$, so $S^2$ commutes with $S_+$.

**Raising.** The terms $a^\dagger_{p\uparrow}a_{p\downarrow}$ of $S_+$ commute, and each squares to zero because $a_{p\downarrow}^2=0$. Every product in $S_+^{M+1}$ repeats a term, so $S_+^{M+1}=0$. Apply $S_+$ to $v$ until one more application would give zero. The result $x\ne0$ has $S_+x=0$ and the same eigenvalues of $N$ and $S^2$ as $v$. Therefore

$$(S_z-s)(S_z+s+1)x=0.$$

If $y=(S_z+s+1)x$ is nonzero, then $S_zy=sy$. Otherwise take $y=x$, with $S_zy=-(s+1)y$. In both cases $Ny=my$.

**Counting.** Now $y$ is an eigenvector of $T_{\uparrow\uparrow}=N/2+S_z$ and $T_{\downarrow\downarrow}=N/2-S_z$, with eigenvalues $n_\uparrow$ and $n_\downarrow$. Each is a sum of $M$ commuting occupation operators $n_{p\sigma}=a^\dagger_{p\sigma}a_{p\sigma}$, with $n_{p\sigma}^2=n_{p\sigma}$. Go through the orbitals: if $n_{p\sigma}$ annihilates the current vector, drop that term; if not, project with $n_{p\sigma}$, and the remaining sum has an eigenvalue lower by one. The empty sum has eigenvalue 0, so $n_\uparrow,n_\downarrow\in\{0,\dots,M\}$, and $m=n_\uparrow+n_\downarrow$.

- For $S_z$ eigenvalue $s$: $2s=n_\uparrow-n_\downarrow$, $m-2s=2n_\downarrow$ and $2M-m-2s=2(M-n_\uparrow)$.
- For $-(s+1)$: $2s=n_\downarrow-n_\uparrow-2$, $m-2s=2(n_\uparrow+1)$ and $2M-m-2s=2(M-n_\downarrow+1)$.

In both cases $2s$ is an integer, and $s\ge0$ makes it a natural number. Both $m-2s$ and $2M-m-2s$ are even and nonnegative, which proves the claim.

## The Lean file

```lean
import Mathlib

open Matrix

namespace FermionSpinQuantumNumbers

noncomputable section

/-- The two spin labels of an orbital. -/
inductive Spin
  | up
  | dn
  deriving DecidableEq

/-- The canonical anticommutation relations for annihilators `a` and creators `ad`. -/
structure IsCAR {κ A : Type*} [DecidableEq κ] [Ring A] (a ad : κ → A) : Prop where
  ann : ∀ i j, a i * a j + a j * a i = 0
  cre : ∀ i j, ad i * ad j + ad j * ad i = 0
  mixed : ∀ i j, a i * ad j + ad j * a i = if i = j then 1 else 0

section Algebra

variable {M : ℕ} {A : Type*} [Ring A] [Algebra ℂ A] (a ad : Fin M × Spin → A)

/-- Moves an electron from spin `τ` to spin `σ` within its orbital, summed over orbitals.
The choice `up, dn` is `S₊`, and `dn, up` is `S₋`. -/
def transfer (σ τ : Spin) : A := ∑ p, ad (p, σ) * a (p, τ)

/-- The total electron number `N`. -/
def number : A := transfer a ad .up .up + transfer a ad .dn .dn

/-- The spin component `Sx = (S₊ + S₋) / 2`. -/
def spinX : A := (1 / 2 : ℂ) • (transfer a ad .up .dn + transfer a ad .dn .up)

/-- The spin component `Sy = (S₊ - S₋) / (2i)`. -/
def spinY : A := (-Complex.I / 2) • (transfer a ad .up .dn - transfer a ad .dn .up)

/-- The spin component `Sz`, half the difference of up and down electron numbers. -/
def spinZ : A := (1 / 2 : ℂ) • (transfer a ad .up .up - transfer a ad .dn .dn)

/-- The total spin `S² = Sx² + Sy² + Sz²`. -/
def spinSq : A :=
  spinX a ad * spinX a ad + spinY a ad * spinY a ad + spinZ a ad * spinZ a ad

variable {a ad}

omit [Algebra ℂ A] in
/-- Under the CAR, the commutator of two hopping operators is again a combination of hopping
operators. -/
theorem hop_comm {κ : Type*} [DecidableEq κ] {a ad : κ → A} (h : IsCAR a ad) (i j k l : κ) :
    ad i * a j * (ad k * a l) - ad k * a l * (ad i * a j) =
      (if j = k then ad i * a l else 0) - (if l = i then ad k * a j else 0) := by
  have key : ad i * a j * (ad k * a l) - ad k * a l * (ad i * a j) =
      ad i * (if j = k then 1 else 0) * a l - ad k * (if l = i then 1 else 0) * a j := by
    rw [← h.mixed j k, ← h.mixed l i]
    linear_combination (norm := noncomm_ring)
      ad k * ad i * h.ann j l - h.cre i k * (a j * a l)
  simp only [mul_ite, ite_mul, mul_one, mul_zero, zero_mul] at key
  exact key

/-- Under the CAR, a hopping operator between different modes squares to zero, and an occupation
number operator is idempotent. -/
theorem hop_sq {κ : Type*} [DecidableEq κ] {a ad : κ → A} (h : IsCAR a ad) (i j : κ) :
    ad i * a j * (ad i * a j) = if j = i then ad i * a j else 0 := by
  -- Pauli principle: the same mode cannot be emptied twice
  have h2 : a j * a j = 0 := by
    calc a j * a j = (1 / 2 : ℂ) • (a j * a j + a j * a j) := by module
      _ = 0 := by rw [h.ann, smul_zero]
  have key : ad i * a j * (ad i * a j) = ad i * (if j = i then 1 else 0) * a j := by
    rw [← h.mixed j i]
    linear_combination (norm := noncomm_ring) -(ad i * ad i * h2)
  simp only [mul_ite, ite_mul, mul_one, mul_zero, zero_mul] at key
  exact key

/-- The commutators of the spin transfer operators, under the CAR. -/
theorem transfer_comm (h : IsCAR a ad) (σ τ μ ν : Spin) :
    transfer a ad σ τ * transfer a ad μ ν - transfer a ad μ ν * transfer a ad σ τ =
      (if τ = μ then transfer a ad σ ν else 0) - (if ν = σ then transfer a ad μ τ else 0) := by
  have h1 : transfer a ad σ τ * transfer a ad μ ν =
      ∑ p, ∑ q, ad (p, σ) * a (p, τ) * (ad (q, μ) * a (q, ν)) := by
    simp only [transfer, Finset.sum_mul_sum]
  have h2 : transfer a ad μ ν * transfer a ad σ τ =
      ∑ p, ∑ q, ad (q, μ) * a (q, ν) * (ad (p, σ) * a (p, τ)) := by
    simp only [transfer, Finset.sum_mul_sum]
    exact Finset.sum_comm
  rw [h1, h2]
  simp only [← Finset.sum_sub_distrib, hop_comm h]
  by_cases hτ : τ = μ <;> by_cases hν : ν = σ <;>
    simp [hτ, hν, transfer, Finset.sum_sub_distrib]

/-- The CAR imply the spin algebra `[Sz, S₊] = S₊` and `[S₊, S₋] = 2 Sz`. -/
theorem spin_algebra (h : IsCAR a ad) :
    spinZ a ad * transfer a ad .up .dn - transfer a ad .up .dn * spinZ a ad
      = transfer a ad .up .dn ∧
    transfer a ad .up .dn * transfer a ad .dn .up
      - transfer a ad .dn .up * transfer a ad .up .dn = (2 : ℂ) • spinZ a ad := by
  have hU := transfer_comm h .up .up .up .dn
  have hD := transfer_comm h .dn .dn .up .dn
  have hP := transfer_comm h .up .dn .dn .up
  simp only [reduceCtorEq, if_true, if_false, sub_zero, zero_sub] at hU hD hP
  constructor
  · simp only [spinZ, smul_mul_assoc, mul_smul_comm, sub_mul, mul_sub]
    linear_combination (norm := module) (1 / 2 : ℂ) • hU - (1 / 2 : ℂ) • hD
  · rw [hP, spinZ]
    module

/-- Under the CAR, `S² = S₋ S₊ + Sz² + Sz`, and `S²` commutes with `S₊`. -/
theorem spinSq_eq (h : IsCAR a ad) :
    spinSq a ad = transfer a ad .dn .up * transfer a ad .up .dn
      + spinZ a ad * spinZ a ad + spinZ a ad ∧
    Commute (spinSq a ad) (transfer a ad .up .dn) := by
  obtain ⟨h1, h2⟩ := spin_algebra h
  have hI : (-Complex.I / 2) * (-Complex.I / 2) = -(1 / 4 : ℂ) := by
    linear_combination (1 / 4 : ℂ) * Complex.I_sq
  have e : spinSq a ad = transfer a ad .dn .up * transfer a ad .up .dn
      + spinZ a ad * spinZ a ad + spinZ a ad := by
    simp only [spinSq, spinX, spinY, smul_mul_smul_comm, hI, mul_add, add_mul, mul_sub, sub_mul]
    linear_combination (norm := module) (1 / 2 : ℂ) • h2
  refine ⟨e, ?_⟩
  rw [two_smul] at h2
  rw [e]
  refine sub_eq_zero.mp ?_
  linear_combination (norm := noncomm_ring)
    spinZ a ad * h1 + h1 * spinZ a ad - h2 * transfer a ad .up .dn

/-- Under the CAR with finitely many orbitals, `S₊` is nilpotent. -/
theorem raising_nilpotent (h : IsCAR a ad) : IsNilpotent (transfer a ad .up .dn) := by
  have hc : ∀ p q, Commute (ad (p, .up) * a (p, .dn)) (ad (q, .up) * a (q, .dn)) :=
    fun p q => sub_eq_zero.mp (by rw [hop_comm h]; simp)
  unfold transfer
  induction (Finset.univ : Finset (Fin M)) using Finset.induction_on with
  | empty => simp
  | insert p s hp ih =>
    rw [Finset.sum_insert hp]
    refine Commute.isNilpotent_add (Commute.sum_right _ _ _ fun q _ => hc p q) ⟨2, ?_⟩ ih
    rw [pow_two, hop_sq h]
    simp

end Algebra

variable {M : ℕ} {V : Type*} [AddCommGroup V] [Module ℂ V]
  {a ad : Fin M × Spin → Module.End ℂ V}

/-- Under the CAR, the number of electrons of one spin in `M` orbitals has only natural eigenvalues,
none above `M`. -/
theorem occupation_eigenvalue (h : IsCAR a ad) (σ : Spin) {x : ℂ} {v : V} (hv : v ≠ 0)
    (hx : transfer a ad σ σ v = x • v) : ∃ k : ℕ, k ≤ M ∧ x = k := by
  have hc : ∀ p q, Commute (ad (p, σ) * a (p, σ)) (ad (q, σ) * a (q, σ)) := by
    intro p q
    by_cases hpq : p = q
    · rw [hpq]
    · exact sub_eq_zero.mp (by rw [hop_comm h]; simp [hpq, Ne.symm hpq])
  have key : ∀ (s : Finset (Fin M)) (x : ℂ) (v : V), v ≠ 0 →
      (∑ p ∈ s, ad (p, σ) * a (p, σ)) v = x • v → ∃ k : ℕ, k ≤ s.card ∧ x = k := by
    intro s
    induction s using Finset.induction_on with
    | empty =>
      intro x v hv hx
      rw [Finset.sum_empty, LinearMap.zero_apply] at hx
      exact ⟨0, Nat.zero_le _, by simpa using (smul_eq_zero.mp hx.symm).resolve_right hv⟩
    | insert p s hp ih =>
      intro x v hv hx
      rw [Finset.sum_insert hp, LinearMap.add_apply] at hx
      rw [Finset.card_insert_of_notMem hp]
      by_cases h0 : (ad (p, σ) * a (p, σ)) v = 0
      · rw [h0, zero_add] at hx
        obtain ⟨k, hk, e⟩ := ih x v hv hx
        exact ⟨k, by omega, e⟩
      · -- project on orbital `p` occupied; the others then hold `x - 1` electrons
        have hcs := Commute.sum_right s _ _ fun q _ => hc p q
        have hsq : (ad (p, σ) * a (p, σ)) ((ad (p, σ) * a (p, σ)) v)
            = (ad (p, σ) * a (p, σ)) v := by
          rw [← Module.End.mul_apply, hop_sq h, if_pos rfl]
        obtain ⟨k, hk, e⟩ := ih (x - 1) _ h0 (by
          rw [← Module.End.mul_apply, ← hcs.eq, Module.End.mul_apply,
            eq_sub_of_add_eq' hx, map_sub, map_smul, hsq]
          module)
        exact ⟨k + 1, by omega, by push_cast; linear_combination e⟩
  obtain ⟨k, hk, e⟩ := key Finset.univ x v hv hx
  exact ⟨k, by simpa using hk, e⟩

/-- Under the CAR for `M` orbitals, a nonzero vector with `N v = m v` and `S² v = s(s+1) v`, for
real `s ≥ 0`, has natural `m` and `2s`, with `m - 2s` even and `2s ≤ min(m, 2M - m)`. -/
theorem spin_quantum_numbers (h : IsCAR a ad) {v : V} (hv : v ≠ 0) {m : ℂ} {s : ℝ}
    (hs : 0 ≤ s) (hN : number a ad v = m • v)
    (hS : spinSq a ad v = ((s : ℂ) * (s + 1)) • v) :
    ∃ n k : ℕ, m = n ∧ 2 * s = k ∧ Even ((n : ℤ) - k) ∧
      (k : ℤ) ≤ min (n : ℤ) (2 * M - n) := by
  have eig : ∀ {B C : Module.End ℂ V} {x : ℂ} {w : V}, Commute B C → B w = x • w →
      B (C w) = x • C w := by
    intro B C x w hBC hw
    rw [← Module.End.mul_apply, hBC.eq, Module.End.mul_apply, hw, map_smul]
  have hU := transfer_comm h .up .up .up .dn
  have hD := transfer_comm h .dn .dn .up .dn
  have hUD := transfer_comm h .up .up .dn .dn
  simp only [reduceCtorEq, if_true, if_false, sub_zero, zero_sub] at hU hD hUD
  have hNP : Commute (number a ad) (transfer a ad .up .dn) := by
    refine sub_eq_zero.mp ?_
    rw [number]
    linear_combination (norm := noncomm_ring) hU + hD
  have hNZ : Commute (number a ad) (spinZ a ad) := by
    refine sub_eq_zero.mp ?_
    simp only [number, spinZ, smul_mul_assoc, mul_smul_comm, add_mul, mul_add, sub_mul, mul_sub]
    linear_combination (norm := module) (-1 : ℂ) • hUD
  -- raise the state as far as possible
  have top : ∀ r : ℕ, (transfer a ad .up .dn ^ r) v = 0 → ∃ k : ℕ,
      (transfer a ad .up .dn ^ k) v ≠ 0 ∧
      transfer a ad .up .dn ((transfer a ad .up .dn ^ k) v) = 0 := by
    intro r
    induction r with
    | zero => exact fun h0 => absurd (by simpa using h0) hv
    | succ r ih =>
      intro h0
      by_cases h1 : (transfer a ad .up .dn ^ r) v = 0
      · exact ih h1
      · exact ⟨r, h1, by rw [← Module.End.mul_apply, ← pow_succ']; exact h0⟩
  obtain ⟨r, hr⟩ := raising_nilpotent h
  obtain ⟨k, hx, hPx⟩ := top r (by rw [hr, LinearMap.zero_apply])
  have hNx := eig (hNP.pow_right k) hN
  have hSx := eig ((spinSq_eq h).2.pow_right k) hS
  generalize (transfer a ad .up .dn ^ k) v = x at hx hPx hNx hSx
  rw [(spinSq_eq h).1] at hSx
  simp only [LinearMap.add_apply, Module.End.mul_apply, hPx, map_zero, zero_add] at hSx
  -- now `(Sz - s)(Sz + s + 1) x = 0`, which yields an eigenvector of `Sz`
  have key : ∃ y : V, y ≠ 0 ∧ ∃ t : ℂ, (t = s ∨ t = -((s : ℂ) + 1)) ∧
      number a ad y = m • y ∧ spinZ a ad y = t • y := by
    by_cases hy : spinZ a ad x + ((s : ℂ) + 1) • x = 0
    · exact ⟨x, hx, _, Or.inr rfl, hNx, by
        rw [neg_smul]; exact eq_neg_of_add_eq_zero_left hy⟩
    · refine ⟨_, hy, s, Or.inl rfl, ?_, ?_⟩
      · rw [map_add, map_smul, eig hNZ hNx, hNx]
        module
      · rw [map_add, map_smul]
        linear_combination (norm := module) hSx
  obtain ⟨y, hy, t, ht, hNy, hZy⟩ := key
  have eU : transfer a ad .up .up = (1 / 2 : ℂ) • number a ad + spinZ a ad := by
    simp only [number, spinZ]; module
  have eD : transfer a ad .dn .dn = (1 / 2 : ℂ) • number a ad - spinZ a ad := by
    simp only [number, spinZ]; module
  obtain ⟨p, hp, ep⟩ := occupation_eigenvalue h .up (x := m / 2 + t) hy (by
    rw [eU, LinearMap.add_apply, LinearMap.smul_apply, hNy, hZy]; module)
  obtain ⟨q, hq, eq⟩ := occupation_eigenvalue h .dn (x := m / 2 - t) hy (by
    rw [eD, LinearMap.sub_apply, LinearMap.smul_apply, hNy, hZy]; module)
  rcases ht with rfl | rfl
  · have h2 : 2 * s = (p : ℝ) - q := by
      apply Complex.ofReal_injective
      push_cast
      linear_combination ep - eq
    have hqp : q ≤ p := by
      have : (q : ℝ) ≤ p := by linarith
      exact_mod_cast this
    obtain ⟨j, rfl⟩ := Nat.exists_eq_add_of_le hqp
    push_cast at h2 ep
    exact ⟨q + j + q, j, by push_cast; linear_combination ep + eq, by linarith,
      ⟨q, by push_cast; ring⟩, le_min (by omega) (by omega)⟩
  · have h2 : 2 * s = (q : ℝ) - p - 2 := by
      apply Complex.ofReal_injective
      push_cast
      linear_combination eq - ep
    have hpq : p + 2 ≤ q := by
      have : (p : ℝ) + 2 ≤ q := by linarith
      exact_mod_cast this
    obtain ⟨j, rfl⟩ := Nat.exists_eq_add_of_le hpq
    push_cast at h2 eq
    exact ⟨p + 2 + j + p, j, by push_cast; linear_combination ep + eq, by linarith,
      ⟨p + 1, by push_cast; ring⟩, le_min (by omega) (by omega)⟩

/-- Annihilators of one orbital on `ℂ⁴`, in the basis empty, up, down, doubly occupied. -/
def ann₁ : Fin 1 × Spin → Module.End ℂ (Fin 4 → ℂ)
  | (_, .up) => Matrix.toLin' !![0, 1, 0, 0; 0, 0, 0, 0; 0, 0, 0, 1; 0, 0, 0, 0]
  | (_, .dn) => Matrix.toLin' !![0, 0, 1, 0; 0, 0, 0, -1; 0, 0, 0, 0; 0, 0, 0, 0]

/-- Creators of one orbital on `ℂ⁴`, the transposes of the annihilators. -/
def cre₁ : Fin 1 × Spin → Module.End ℂ (Fin 4 → ℂ)
  | (_, .up) => Matrix.toLin' !![0, 0, 0, 0; 1, 0, 0, 0; 0, 0, 0, 0; 0, 0, 1, 0]
  | (_, .dn) => Matrix.toLin' !![0, 0, 0, 0; 0, 0, 0, 0; 1, 0, 0, 0; 0, -1, 0, 0]

set_option maxHeartbeats 400000 in
/-- The one-orbital operators on `ℂ⁴` obey the anticommutation relations, and the state with one
up electron has `N = 1` and `S² = 3/4`. -/
theorem spin_quantum_numbers_witness :
    IsCAR ann₁ cre₁ ∧
    number ann₁ cre₁ ![0, 1, 0, 0] = (1 : ℂ) • ![0, 1, 0, 0] ∧
    spinSq ann₁ cre₁ ![0, 1, 0, 0] = (3 / 4 : ℂ) • ![0, 1, 0, 0] := by
  -- the action of the four operators on a state vector
  have au : ∀ p v, ann₁ (p, .up) v = ![v 1, 0, v 3, 0] := by
    intro p v; funext i
    fin_cases i <;> simp [ann₁, Matrix.mulVec, dotProduct, Fin.sum_univ_four]
  have an : ∀ p v, ann₁ (p, .dn) v = ![v 2, -v 3, 0, 0] := by
    intro p v; funext i
    fin_cases i <;> simp [ann₁, Matrix.mulVec, dotProduct, Fin.sum_univ_four]
  have cu : ∀ p v, cre₁ (p, .up) v = ![0, v 0, 0, v 2] := by
    intro p v; funext i
    fin_cases i <;> simp [cre₁, Matrix.mulVec, dotProduct, Fin.sum_univ_four]
  have cn : ∀ p v, cre₁ (p, .dn) v = ![0, 0, v 0, -v 1] := by
    intro p v; funext i
    fin_cases i <;> simp [cre₁, Matrix.mulVec, dotProduct, Fin.sum_univ_four]
  have hcar : IsCAR ann₁ cre₁ := by
    constructor <;> rintro ⟨p, σ⟩ ⟨q, τ⟩ <;> obtain rfl := Subsingleton.elim p q <;>
      cases σ <;> cases τ <;> refine LinearMap.ext fun v => ?_ <;>
      simp only [LinearMap.add_apply, Module.End.mul_apply, au, an, cu, cn] <;>
      funext i <;> fin_cases i <;> simp
  have ht : ∀ σ τ v, transfer ann₁ cre₁ σ τ v = cre₁ (0, σ) (ann₁ (0, τ) v) := by
    intro σ τ v
    simp [transfer]
  have hz : spinZ ann₁ cre₁ ![0, 1, 0, 0] = (1 / 2 : ℂ) • ![0, 1, 0, 0] := by
    simp only [spinZ, LinearMap.smul_apply, LinearMap.sub_apply, ht, au, an, cu, cn]
    funext i
    fin_cases i <;> simp
  refine ⟨hcar, ?_, ?_⟩
  · simp only [number, LinearMap.add_apply, ht, au, an, cu, cn]
    funext i
    fin_cases i <;> simp
  · rw [(spinSq_eq hcar).1]
    simp only [LinearMap.add_apply, Module.End.mul_apply, hz, map_smul, ht, au, an, cu, cn]
    funext i
    fin_cases i <;> norm_num
    -- the remaining entry is read off the vector
    rfl

end

end FermionSpinQuantumNumbers
```

```lean
#print axioms FermionSpinQuantumNumbers.spin_quantum_numbers
-- 'FermionSpinQuantumNumbers.spin_quantum_numbers' depends on axioms: [propext, Classical.choice, Quot.sound]
```

## Necessary conditions for exact eigenvectors

In `spin_quantum_numbers`, the modes are `Fin M × Spin`, the operators are linear maps on a complex vector space `V`, and `IsCAR a ad` is the CAR. The number `m` may be complex beforehand. The conclusion supplies naturals `n` and `k` with $m=n$ and $2s=k$; its differences are taken in the integers.

`hop_comm` and `transfer_comm` prove the commutators, and `spin_algebra` and `spinSq_eq` the spin identities; `linear_combination` adds up the relations used above. `raising_nilpotent` and `occupation_eigenvalue` replace the expansion and the walk through the orbitals by induction on a finite set. The main theorem treats the two $S_z$ cases, writing `p` and `q` for $n_\uparrow$ and $n_\downarrow$. `spin_quantum_numbers_witness` supplies an example on $\mathbb C^4$: one up electron in one orbital, with $m=1$ and $s=1/2$.

The theorem excludes pairs $(m,s)$; it doesn't construct a state for each remaining pair. Its hypothesis is an exact eigenvalue equation: if $s$ is instead computed from the expectation value of $S^2$ in a spin-contaminated state, $2s$ need not be an integer. To apply it, one must check that the program's operators are those defined here. This is so for orthonormal spatial orbitals shared by both spins; with different orbitals for different spins, the physical $S_+$ also contains overlaps between them.

The file needs neither an inner product nor finite dimension, and `ad` is not assumed to be the adjoint of `a`. With an inner product that makes the creators adjoint to the annihilators, positivity of $\|S_-x\|^2$ would rule out the $-(s+1)$ case. The proof here doesn't have to exclude it, because the same bounds follow in that case too.
